# MP2.5 does not exceed the linearized doubles energy when the coupling matrix W satisfies 0 ≤ W ≤ D, with D the positive definite zeroth-order matrix

The theorem `mp25_le_linDoubles` compares two energies in a finite real matrix model of double excitations: the MP2.5 energy E2 + E3/2 and the linearized doubles energy L = −v · (D + W)⁻¹ v. Here E2 = v · t and E3 = t · W t, where t = −D⁻¹ v are the first-order amplitudes. If D is positive definite, W is positive semidefinite and x · W x ≤ x · D x for every x, then E2 + E3/2 ≤ L. With s the linearized doubles amplitudes and d = t − s, the attempt combines exact formulas for L − E2 and E2 + E3 − L with the relation D d = W s and the positivity of W on s − d, and leaves the final inequality to `linarith`.

The first attempt, which Lean rejects:

```lean
import Mathlib

open Matrix

namespace Mp25LeLinDoubles

noncomputable section

variable {n : Type*} [Fintype n] [DecidableEq n]

/-- The amplitude vector `-A⁻¹ v` that solves `A x = -v`, for an invertible matrix `A`. -/
def amplitude (A : Matrix n n ℝ) (v : n → ℝ) : n → ℝ := -(A⁻¹ *ᵥ v)

/-- The second-order energy `E2 = v · t` with `t = -D⁻¹ v`, for invertible `D`. -/
def mp2 (D : Matrix n n ℝ) (v : n → ℝ) : ℝ := v ⬝ᵥ amplitude D v

/-- The third-order correction `E3 = t · W t` with `t = -D⁻¹ v`, for invertible `D`. -/
def mp3 (D W : Matrix n n ℝ) (v : n → ℝ) : ℝ :=
  amplitude D v ⬝ᵥ W *ᵥ amplitude D v

/-- The linearized doubles energy `L = -v · (D + W)⁻¹ v`, for invertible `D + W`. -/
def linDoubles (D W : Matrix n n ℝ) (v : n → ℝ) : ℝ := v ⬝ᵥ amplitude (D + W) v

/-- The MP2.5 energy `E2 + E3 / 2`, for invertible `D`. -/
def mp25 (D W : Matrix n n ℝ) (v : n → ℝ) : ℝ := mp2 D v + mp3 D W v / 2

/-- For a positive definite matrix `A` the amplitudes solve the linear equations `A x = -v`. -/
theorem mulVec_amplitude {A : Matrix n n ℝ} (hA : A.PosDef) (v : n → ℝ) :
    A *ᵥ amplitude A v = -v := by
  have hdet : IsUnit A.det := hA.det_pos.ne'.isUnit
  rw [amplitude, Matrix.mulVec_neg, Matrix.mulVec_mulVec, Matrix.mul_nonsing_inv _ hdet,
    Matrix.one_mulVec]

omit [DecidableEq n] in
/-- A real symmetric matrix gives a symmetric bilinear form. -/
theorem form_symm {A : Matrix n n ℝ} (hA : A.IsHermitian) (x y : n → ℝ) :
    x ⬝ᵥ A *ᵥ y = y ⬝ᵥ A *ᵥ x := by
  have hT : Aᵀ = A := by
    ext i j
    simpa using hA.apply i j
  rw [Matrix.dotProduct_mulVec, dotProduct_comm (x ᵥ* A) y, ← Matrix.mulVec_transpose, hT]

/-- For `D` positive definite and `W` positive semidefinite, the first-order amplitudes `t` and
the linearized doubles amplitudes `s` are related by `D (t - s) = W s`. -/
theorem amplitude_difference {D W : Matrix n n ℝ} (hD : D.PosDef) (hW : W.PosSemidef)
    (v : n → ℝ) :
    D *ᵥ (amplitude D v - amplitude (D + W) v) = W *ᵥ amplitude (D + W) v := by
  have h := mulVec_amplitude (hD.add_posSemidef hW) v
  rw [Matrix.add_mulVec] at h
  rw [Matrix.mulVec_sub, mulVec_amplitude hD, ← h]
  abel

/-- For `D` positive definite and `W` positive semidefinite, the errors of the second- and
third-order energies are `L - E2 = s · W s + (t - s) · D (t - s)` and
`E2 + E3 - L = (t - s) · (D + W) (t - s)`, with `t` the first-order and `s` the linearized
doubles amplitudes. -/
theorem error_formulas {D W : Matrix n n ℝ} (hD : D.PosDef) (hW : W.PosSemidef) (v : n → ℝ) :
    linDoubles D W v - mp2 D v =
        amplitude (D + W) v ⬝ᵥ W *ᵥ amplitude (D + W) v +
          (amplitude D v - amplitude (D + W) v) ⬝ᵥ
            D *ᵥ (amplitude D v - amplitude (D + W) v) ∧
      mp2 D v + mp3 D W v - linDoubles D W v =
        (amplitude D v - amplitude (D + W) v) ⬝ᵥ
          (D + W) *ᵥ (amplitude D v - amplitude (D + W) v) := by
  -- both amplitude equations, projected on an arbitrary vector
  have a : ∀ x, x ⬝ᵥ D *ᵥ amplitude D v = -(v ⬝ᵥ x) := fun x => by
    rw [mulVec_amplitude hD, dotProduct_neg, dotProduct_comm]
  have b : ∀ x, x ⬝ᵥ D *ᵥ amplitude (D + W) v + x ⬝ᵥ W *ᵥ amplitude (D + W) v
      = -(v ⬝ᵥ x) := fun x => by
    rw [← dotProduct_add, ← Matrix.add_mulVec, mulVec_amplitude (hD.add_posSemidef hW),
      dotProduct_neg, dotProduct_comm]
  have a1 := a (amplitude D v)
  have a2 := a (amplitude (D + W) v)
  have b1 := b (amplitude D v)
  have b2 := b (amplitude (D + W) v)
  have c1 := form_symm hD.isHermitian (amplitude D v) (amplitude (D + W) v)
  have c2 := form_symm hW.isHermitian (amplitude D v) (amplitude (D + W) v)
  simp only [linDoubles, mp2, mp3, Matrix.mulVec_sub, Matrix.add_mulVec, dotProduct_sub,
    sub_dotProduct, dotProduct_add]
  constructor <;> linarith

/-- For `D` positive definite and `W` positive semidefinite with `x · W x ≤ x · D x` for all `x`,
the linearized doubles energy is at least the MP2.5 energy. -/
theorem mp25_le_linDoubles {D W : Matrix n n ℝ} (hD : D.PosDef) (hW : W.PosSemidef)
    (hWD : ∀ x : n → ℝ, x ⬝ᵥ W *ᵥ x ≤ x ⬝ᵥ D *ᵥ x) (v : n → ℝ) :
    mp25 D W v ≤ linDoubles D W v := by
  -- positivity of `W` on a difference of two vectors
  have key : ∀ x y : n → ℝ, 2 * (y ⬝ᵥ W *ᵥ x) ≤ x ⬝ᵥ W *ᵥ x + y ⬝ᵥ W *ᵥ y := by
    intro x y
    have h := hW.dotProduct_mulVec_nonneg (x - y)
    rw [star_trivial] at h
    simp only [Matrix.mulVec_sub, dotProduct_sub, sub_dotProduct] at h
    linarith [form_symm hW.isHermitian x y]
  obtain ⟨e1, e2⟩ := error_formulas hD hW v
  rw [Matrix.add_mulVec, dotProduct_add] at e2
  have k := key (amplitude (D + W) v) (amplitude D v - amplitude (D + W) v)
  rw [← amplitude_difference hD hW v] at k
  have hr := hWD (amplitude D v - amplitude (D + W) v)
  rw [mp25]
  linarith [amplitude_difference hD hW v ▸ e1]

end

end Mp25LeLinDoubles
```

Messages:

```
Main.lean:100:2: error: linarith failed to find a contradiction
n : Type u_1
inst✝¹ : Fintype n
inst✝ : DecidableEq n
D W : Matrix n n ℝ
hD : D.PosDef
hW : W.PosSemidef
hWD : ∀ (x : n → ℝ), x ⬝ᵥ W *ᵥ x ≤ x ⬝ᵥ D *ᵥ x
v : n → ℝ
key : ∀ (x y : n → ℝ), 2 * y ⬝ᵥ W *ᵥ x ≤ x ⬝ᵥ W *ᵥ x + y ⬝ᵥ W *ᵥ y
e1 :
  linDoubles D W v - mp2 D v =
    amplitude (D + W) v ⬝ᵥ W *ᵥ amplitude (D + W) v +
      (amplitude D v - amplitude (D + W) v) ⬝ᵥ D *ᵥ (amplitude D v - amplitude (D + W) v)
e2 :
  mp2 D v + mp3 D W v - linDoubles D W v =
    (amplitude D v - amplitude (D + W) v) ⬝ᵥ D *ᵥ (amplitude D v - amplitude (D + W) v) +
      (amplitude D v - amplitude (D + W) v) ⬝ᵥ W *ᵥ (amplitude D v - amplitude (D + W) v)
k :
  2 * (amplitude D v - amplitude (D + W) v) ⬝ᵥ D *ᵥ (amplitude D v - amplitude (D + W) v) ≤
    amplitude (D + W) v ⬝ᵥ D *ᵥ (amplitude D v - amplitude (D + W) v) +
      (amplitude D v - amplitude (D + W) v) ⬝ᵥ W *ᵥ (amplitude D v - amplitude (D + W) v)
hr :
  (amplitude D v - amplitude (D + W) v) ⬝ᵥ W *ᵥ (amplitude D v - amplitude (D + W) v) ≤
    (amplitude D v - amplitude (D + W) v) ⬝ᵥ D *ᵥ (amplitude D v - amplitude (D + W) v)
a✝ : linDoubles D W v < mp2 D v + mp3 D W v / 2
⊢ False
failed
```

What went wrong. The message says that `linarith` could not derive the inequality from the facts it had. In the notation above, `key` first gives `k` as 2 d · W s ≤ s · W s + d · W d. The line `rw [← amplitude_difference hD hW v] at k` was needed only on the left, but `rw` replaces every instance of W s, so s · W s also became s · D d. `linarith` treats these two products as unrelated quantities, and `e1` contains s · W s. The extra term made with `▸` turns d · D d into d · W s in `e1`, which does not connect them either.

The repair removes that rewrite, so `k` keeps s · W s. The new fact `hp` states d · D d = d · W s, which links the left side of `k` to `hr` and the error formulas, and `linarith` finishes. Replacing the `▸` term by `hp` is tidying: together with `e1`, that term already implied the same equality.

The repair, with which the file compiles:

```diff
@@ -95,8 +95,12 @@
   rw [Matrix.add_mulVec, dotProduct_add] at e2
   have k := key (amplitude (D + W) v) (amplitude D v - amplitude (D + W) v)
-  rw [← amplitude_difference hD hW v] at k
+  -- the amplitude relation, projected on the difference of the amplitudes
+  have hp : (amplitude D v - amplitude (D + W) v) ⬝ᵥ
+        D *ᵥ (amplitude D v - amplitude (D + W) v) =
+      (amplitude D v - amplitude (D + W) v) ⬝ᵥ W *ᵥ amplitude (D + W) v := by
+    rw [amplitude_difference hD hW v]
   have hr := hWD (amplitude D v - amplitude (D + W) v)
   rw [mp25]
-  linarith [amplitude_difference hD hW v ▸ e1]
+  linarith
 
 end
```
